# Sinusoidal egg-box ripple with the grid spacing h as period: force amplitude is 2π/h times energy amplitude

To compare an energy ripple with a force ripple, one must first decide what "amplitude" means. It could be a Fourier coefficient, a root-mean-square deviation or half the peak-to-peak range. Here it is half the difference between the largest and smallest values, and both values must actually be attained. This can be read off a plotted curve, and it applies to energy and force alike. The energy itself is modelled as the grid average of one fixed periodic function, displaced rigidly relative to the grid. Its harmonics are assumed to stay below twice the number of grid points in the cell, so that the ripple is a single cosine with the grid spacing $h$ as its period.

## The identity

Take $N\ge 1$ grid points with spacing $h>0$ in a periodic cell of length $L=Nh$. Let $f$ be a real function that equals a finite sum of plane waves,

$$f(x)=\sum_m c_m e^{2\pi i m x/L},$$

with integer $m$ and complex coefficients $c_m$. Displacing $f$ by $s$ gives the grid average

$$E(s)=\frac1N\sum_{j=0}^{N-1} f(jh-s)=\sum_{N\mid m} c_m e^{-2\pi i m s/L}.$$

If only harmonics with $|m|<2N$ occur, then

$$E(s)=\operatorname{Re}c_0+2|c_N|\cos\!\left(\frac{2\pi s}{h}-\arg c_N\right).$$

The energy ripple has amplitude $A=2|c_N|$, and the force $F=-dE/ds$ has amplitude $(2\pi/h)A$.

## Where a code meets it

In real-space electronic-structure codes, moving an atom relative to the grid produces a spurious periodic energy change, the egg-box effect; the identity describes it for a one-dimensional function with harmonics $|m|<2N$ that moves without changing shape. An energy amplitude of 1 meV at $h=0.2$ Å then corresponds to a force amplitude of about 31 meV/Å, so an energy error that looks harmless can still disturb a geometry optimisation.

The usual test moves the system through one grid spacing and records the energy. Sampling only $s=0$ and $s=h/2$ can miss the ripple, because the phase $\arg c_N$ is unknown. A third energy at $h/4$ settles it: by a short calculation from the cosine form, which the Lean file does not contain,

$$A^2=\left(\frac{E(0)-E(h/2)}{2}\right)^2+\left(E(h/4)-\frac{E(0)+E(h/2)}{2}\right)^2.$$

A code usually computes an integral, $L$ times the average. The factor multiplies energy and force equally and leaves their ratio unchanged.

## Derivation

At grid point $j$, one displaced plane wave is

$$e^{2\pi i m(jh-s)/(Nh)}=z^j e^{-2\pi i m s/L},\qquad z=e^{2\pi i m/N}.$$

If $N$ divides $m$, then $z=1$ and $\sum_{j=0}^{N-1} z^j=N$. Otherwise $z\ne1$ but $z^N=1$, so

$$(z-1)\sum_{j=0}^{N-1}z^j=z^N-1=0,$$

and the sum vanishes. Multiplying by $c_m$, summing over $m$ and dividing by $N$ gives the aliasing formula.

Now let $|m|<2N$. A surviving index is $m=kN$ with $-2<k<2$, hence $m=0,N,-N$. With $\theta=2\pi s/h$,

$$E=c_0+c_N(\cos\theta-i\sin\theta)+c_{-N}(\cos\theta+i\sin\theta).$$

Write $c_N=a+ib$ and $c_{-N}=a'+ib'$. Since $E$ is real, its imaginary part vanishes at every displacement. Three of them suffice:

- $s=0$ gives $\operatorname{Im}c_0+b+b'=0$.
- $s=h/2$ gives $\operatorname{Im}c_0-b-b'=0$.
- $s=h/4$ gives $\operatorname{Im}c_0-a+a'=0$.

The first two yield $\operatorname{Im}c_0=0$ and $b'=-b$, and the third then yields $a'=a$. Thus $c_{-N}=\overline{c_N}$ and

$$E=\operatorname{Re}c_0+2a\cos\theta+2b\sin\theta.$$

With $\varphi=\arg c_N$, $a=|c_N|\cos\varphi$ and $b=|c_N|\sin\varphi$, the last two terms combine to $2|c_N|\cos(\theta-\varphi)$.

The cosine attains both $1$ and $-1$, so the energy amplitude is $A=2|c_N|$. Differentiating,

$$F(s)=\frac{2\pi}{h}A\sin\!\left(\frac{2\pi s}{h}-\varphi\right),$$

which has amplitude $(2\pi/h)A$.

**Smallest case.** For $N=1$ the cell holds one grid point, $L=h$, and $E(s)=f(-s)$. The allowed harmonics are $m=-1,0,1$, so $f$ is itself a constant plus one sinusoid.

**Why the bound is strict.** Take $f(x)=\cos(2\pi(2N)x/L)$, whose harmonics are $m=\pm2N$. Every grid point sees the same phase up to full turns, so $E(s)=\cos(4\pi s/h)$. The energy amplitude is $1$ and the force amplitude is $4\pi/h$, twice what the relation would predict.

## The Lean file

```lean
import Mathlib

open scoped Real ComplexConjugate

namespace EggBoxRipple

noncomputable section

/-- The plane wave `exp(2πi m x / L)` of a periodic cell of length `L`. -/
def planeWave (L : ℝ) (m : ℤ) (x : ℝ) : ℂ :=
  Complex.exp (2 * π * Complex.I * m * x / L)

/-- The average of `f` over `N` grid points of spacing `h`, with `f` displaced by `s`. -/
def gridEnergy (f : ℝ → ℝ) (N : ℕ) (h s : ℝ) : ℝ :=
  (∑ j ∈ Finset.range N, f (j * h - s)) / N

/-- The force belonging to an energy curve: minus its derivative in the displacement. -/
def force (E : ℝ → ℝ) (s : ℝ) : ℝ := -deriv E s

/-- `A` is the amplitude of `g`: half the difference of its attained maximum and minimum. -/
def HasAmplitude (g : ℝ → ℝ) (A : ℝ) : Prop :=
  ∃ hi lo, IsGreatest (Set.range g) hi ∧ IsLeast (Set.range g) lo ∧ A = (hi - lo) / 2

/-- Summed over the grid, a displaced plane wave survives only if its index is a multiple
of the number of grid points. -/
theorem sum_planeWave {N : ℕ} (hN : 0 < N) {h : ℝ} (hh : 0 < h) (m : ℤ) (s : ℝ) :
    ∑ j ∈ Finset.range N, planeWave (N * h) m (j * h - s) =
      if (N : ℤ) ∣ m then N * planeWave (N * h) m (-s) else 0 := by
  have hN' : (N : ℂ) ≠ 0 := by exact_mod_cast hN.ne'
  have hh' : (h : ℂ) ≠ 0 := by exact_mod_cast hh.ne'
  -- successive grid points differ by the phase factor z
  obtain ⟨z, hz⟩ : ∃ z, z = Complex.exp (2 * π * Complex.I * m / N) := ⟨_, rfl⟩
  have hterm : ∀ j : ℕ, planeWave (N * h) m (j * h - s) =
      z ^ j * planeWave (N * h) m (-s) := by
    intro j
    unfold planeWave
    rw [hz, ← Complex.exp_nat_mul, ← Complex.exp_add]
    congr 1
    push_cast
    field_simp
    ring
  rw [Finset.sum_congr rfl (fun j _ => hterm j), ← Finset.sum_mul]
  split_ifs with hd
  · have h1 : z = 1 := by
      obtain ⟨k, rfl⟩ := hd
      rw [hz, Complex.exp_eq_one_iff]
      refine ⟨k, ?_⟩
      rw [div_eq_iff hN']
      push_cast
      ring
    simp [h1]
  · have h1 : z ≠ 1 := by
      intro h1
      rw [hz, Complex.exp_eq_one_iff] at h1
      obtain ⟨k, hk⟩ := h1
      rw [div_eq_iff hN'] at hk
      have h2 : (m : ℂ) = N * k :=
        mul_left_cancel₀ Complex.two_pi_I_ne_zero (by linear_combination hk)
      exact hd ⟨k, by exact_mod_cast h2⟩
    have hzN : z ^ N = 1 := by
      rw [hz, ← Complex.exp_nat_mul, Complex.exp_eq_one_iff]
      exact ⟨m, by rw [mul_div_cancel₀ _ hN']; ring⟩
    -- the geometric sum of a nontrivial root of unity vanishes
    have hg := geom_sum_mul z N
    rw [hzN, sub_self] at hg
    rw [(mul_eq_zero.1 hg).resolve_right (sub_ne_zero.2 h1), zero_mul]

/-- Aliasing formula: the grid average of a displaced trigonometric sum keeps exactly the
harmonics whose index is divisible by the number of grid points. -/
theorem gridEnergy_aliasing {N : ℕ} (hN : 0 < N) {h : ℝ} (hh : 0 < h) (S : Finset ℤ)
    (c : ℤ → ℂ) (f : ℝ → ℝ)
    (hf : ∀ x, (f x : ℂ) = ∑ m ∈ S, c m * planeWave (N * h) m x) (s : ℝ) :
    (gridEnergy f N h s : ℂ) =
      ∑ m ∈ S with (N : ℤ) ∣ m, c m * planeWave (N * h) m (-s) := by
  have hN' : (N : ℂ) ≠ 0 := by exact_mod_cast hN.ne'
  unfold gridEnergy
  rw [Complex.ofReal_div, Complex.ofReal_sum, Complex.ofReal_natCast,
    Finset.sum_congr rfl (fun j _ => hf _), Finset.sum_comm, Finset.sum_filter,
    Finset.sum_div]
  refine Finset.sum_congr rfl fun m _ => ?_
  rw [← Finset.mul_sum, sum_planeWave hN hh]
  split_ifs
  · field_simp
  · simp

/-- If all harmonics have `|m| < 2N`, the grid average contains only `m = 0, N, -N`. -/
theorem gridEnergy_harmonics {N : ℕ} (hN : 0 < N) {h : ℝ} (hh : 0 < h)
    (c : ℤ → ℂ) (f : ℝ → ℝ)
    (hf : ∀ x, (f x : ℂ) =
      ∑ m ∈ Finset.Ioo (-(2 * N : ℤ)) (2 * N), c m * planeWave (N * h) m x) (s : ℝ) :
    (gridEnergy f N h s : ℂ) = c 0
      + c N * (Real.cos (2 * π / h * s) - Real.sin (2 * π / h * s) * Complex.I)
      + c (-N) * (Real.cos (2 * π / h * s) + Real.sin (2 * π / h * s) * Complex.I) := by
  have hN' : (N : ℂ) ≠ 0 := by exact_mod_cast hN.ne'
  have hh' : (h : ℂ) ≠ 0 := by exact_mod_cast hh.ne'
  have hNz : (0 : ℤ) < N := by exact_mod_cast hN
  have hS : (Finset.Ioo (-(2 * N : ℤ)) (2 * N)).filter (fun m => (N : ℤ) ∣ m) =
      {0, (N : ℤ), -(N : ℤ)} := by
    ext m
    simp only [Finset.mem_filter, Finset.mem_Ioo, Finset.mem_insert, Finset.mem_singleton]
    constructor
    · rintro ⟨⟨h1, h2⟩, k, rfl⟩
      have hk1 : k < 2 := by nlinarith
      have hk2 : -2 < k := by nlinarith
      interval_cases k <;> omega
    · rintro (rfl | rfl | rfl)
      · exact ⟨⟨by omega, by omega⟩, by simp⟩
      · exact ⟨⟨by omega, by omega⟩, by simp⟩
      · exact ⟨⟨by omega, by omega⟩, by simp⟩
  have n1 : (0 : ℤ) ∉ ({(N : ℤ), -(N : ℤ)} : Finset ℤ) := by
    simp only [Finset.mem_insert, Finset.mem_singleton]
    omega
  have n2 : (N : ℤ) ∉ ({-(N : ℤ)} : Finset ℤ) := by
    simp only [Finset.mem_singleton]
    omega
  have e0 : planeWave (N * h) 0 (-s) = 1 := by simp [planeWave]
  have e1 : planeWave (N * h) N (-s) =
      Complex.exp (((-(2 * π / h * s) : ℝ) : ℂ) * Complex.I) := by
    unfold planeWave
    congr 1
    push_cast
    field_simp
  have e2 : planeWave (N * h) (-N) (-s) =
      Complex.exp (((2 * π / h * s : ℝ) : ℂ) * Complex.I) := by
    unfold planeWave
    congr 1
    push_cast
    field_simp
  rw [gridEnergy_aliasing hN hh _ c f hf, hS, Finset.sum_insert n1, Finset.sum_insert n2,
    Finset.sum_singleton, e0, e1, e2, Complex.exp_mul_I, Complex.exp_mul_I,
    ← Complex.ofReal_cos, ← Complex.ofReal_sin, ← Complex.ofReal_cos, ← Complex.ofReal_sin,
    Real.cos_neg, Real.sin_neg, Complex.ofReal_neg]
  ring

/-- For real `f` with harmonics `|m| < 2N`, the grid average is a constant plus one cosine
in the displacement, with period `h` and amplitude `2|c_N|`. -/
theorem gridEnergy_eq_cos {N : ℕ} (hN : 0 < N) {h : ℝ} (hh : 0 < h)
    (c : ℤ → ℂ) (f : ℝ → ℝ)
    (hf : ∀ x, (f x : ℂ) =
      ∑ m ∈ Finset.Ioo (-(2 * N : ℤ)) (2 * N), c m * planeWave (N * h) m x) (s : ℝ) :
    gridEnergy f N h s =
      (c 0).re + 2 * ‖c N‖ * Real.cos (2 * π / h * s - (c N).arg) := by
  have key := gridEnergy_harmonics hN hh c f hf
  -- the energy is real at displacements 0, h/2 and h/4, which ties c (-N) to c N
  have hc : c (-N) = conj (c N) := by
    have i0 := congrArg Complex.im (key 0)
    have i1 := congrArg Complex.im (key (h / 2))
    have i2 := congrArg Complex.im (key (h / 4))
    have t1 : 2 * π / h * (h / 2) = π := by field_simp
    have t2 : 2 * π / h * (h / 4) = π / 2 := by
      field_simp
      ring
    rw [mul_zero, Real.cos_zero, Real.sin_zero] at i0
    rw [t1, Real.cos_pi, Real.sin_pi] at i1
    rw [t2, Real.cos_pi_div_two, Real.sin_pi_div_two] at i2
    simp only [Complex.add_im, Complex.sub_im, Complex.mul_im, Complex.mul_re,
      Complex.add_re, Complex.sub_re, Complex.ofReal_re, Complex.ofReal_im,
      Complex.I_re, Complex.I_im] at i0 i1 i2
    apply Complex.ext
    · rw [Complex.conj_re]; linarith
    · rw [Complex.conj_im]; linarith
  have hr := congrArg Complex.re (key s)
  rw [hc] at hr
  simp only [Complex.add_im, Complex.sub_im, Complex.mul_im, Complex.mul_re,
    Complex.add_re, Complex.sub_re, Complex.ofReal_re, Complex.ofReal_im,
    Complex.I_re, Complex.I_im, Complex.conj_re, Complex.conj_im] at hr
  rw [Real.cos_sub]
  linear_combination hr - 2 * Real.cos (2 * π / h * s) * Complex.norm_mul_cos_arg (c N)
    - 2 * Real.sin (2 * π / h * s) * Complex.norm_mul_sin_arg (c N)

/-- A constant plus `A cos(k s - φ)` has amplitude `A`. -/
theorem hasAmplitude_cos (b φ : ℝ) {A k : ℝ} (hA : 0 ≤ A) (hk : 0 < k) :
    HasAmplitude (fun s => b + A * Real.cos (k * s - φ)) A := by
  have t1 : k * (φ / k) - φ = 0 := by
    field_simp
    ring
  have t2 : k * ((φ + π) / k) - φ = π := by
    field_simp
    ring
  refine ⟨b + A, b - A, ⟨⟨φ / k, ?_⟩, ?_⟩, ⟨⟨(φ + π) / k, ?_⟩, ?_⟩, by ring⟩
  · dsimp only
    rw [t1, Real.cos_zero, mul_one]
  · rintro _ ⟨s, rfl⟩
    dsimp only
    nlinarith [mul_le_mul_of_nonneg_left (Real.cos_le_one (k * s - φ)) hA]
  · dsimp only
    rw [t2, Real.cos_pi]
    ring
  · rintro _ ⟨s, rfl⟩
    dsimp only
    nlinarith [mul_le_mul_of_nonneg_left (Real.neg_one_le_cos (k * s - φ)) hA]

/-- The force of an energy curve `b + A cos(k s - φ)` has amplitude `k A`. -/
theorem hasAmplitude_force_cos (b φ : ℝ) {A k : ℝ} (hA : 0 ≤ A) (hk : 0 < k) :
    HasAmplitude (force (fun s => b + A * Real.cos (k * s - φ))) (k * A) := by
  have hF : force (fun s => b + A * Real.cos (k * s - φ)) =
      fun s => 0 + k * A * Real.cos (k * s - (φ + π / 2)) := by
    funext s
    have hd : HasDerivAt (fun s => b + A * Real.cos (k * s - φ))
        (A * (-Real.sin (k * s - φ) * (k * 1))) s :=
      (((((hasDerivAt_id' s).const_mul k).sub_const φ).cos).const_mul A).const_add b
    unfold force
    rw [hd.deriv, show k * s - (φ + π / 2) = (k * s - φ) - π / 2 by ring,
      Real.cos_sub_pi_div_two]
    ring
  rw [hF]
  exact hasAmplitude_cos 0 _ (mul_nonneg hk.le hA) hk

/-- Egg-box relation: for real `f` with harmonics `|m| < 2N`, the energy ripple has amplitude
`2|c_N|` and the force has amplitude `2π/h` times that. -/
theorem force_amplitude_eq {N : ℕ} (hN : 0 < N) {h : ℝ} (hh : 0 < h)
    (c : ℤ → ℂ) (f : ℝ → ℝ)
    (hf : ∀ x, (f x : ℂ) =
      ∑ m ∈ Finset.Ioo (-(2 * N : ℤ)) (2 * N), c m * planeWave (N * h) m x) :
    HasAmplitude (gridEnergy f N h) (2 * ‖c N‖) ∧
      HasAmplitude (force (gridEnergy f N h)) (2 * π / h * (2 * ‖c N‖)) := by
  have hE : gridEnergy f N h =
      fun s => (c 0).re + 2 * ‖c N‖ * Real.cos (2 * π / h * s - (c N).arg) :=
    funext (gridEnergy_eq_cos hN hh c f hf)
  have hk : 0 < 2 * π / h := by positivity
  rw [hE]
  exact ⟨hasAmplitude_cos _ _ (by positivity) hk,
    hasAmplitude_force_cos _ _ (by positivity) hk⟩

/-- For `f(x) = cos(2π(2N)x/(Nh))`, with harmonics `m = ±2N`, the energy ripple has amplitude `1`
and the force has amplitude `4π/h`. -/
theorem force_amplitude_second_harmonic {N : ℕ} (hN : 0 < N) {h : ℝ} (hh : 0 < h) :
    HasAmplitude (gridEnergy (fun x => Real.cos (2 * π * (2 * N) * x / (N * h))) N h) 1 ∧
      HasAmplitude (force (gridEnergy
        (fun x => Real.cos (2 * π * (2 * N) * x / (N * h))) N h)) (4 * π / h) := by
  have hN' : (N : ℝ) ≠ 0 := by exact_mod_cast hN.ne'
  -- every grid point sees the same phase, up to full turns
  have key : ∀ (j : ℕ) (s : ℝ), Real.cos (2 * π * (2 * N) * (j * h - s) / (N * h)) =
      Real.cos (4 * π / h * s) := by
    intro j s
    rw [← Real.cos_nat_mul_two_pi_sub (4 * π / h * s) (2 * j)]
    congr 1
    push_cast
    field_simp <;> ring
  have hE : gridEnergy (fun x => Real.cos (2 * π * (2 * N) * x / (N * h))) N h =
      fun s => 0 + 1 * Real.cos (4 * π / h * s - 0) := by
    funext s
    have h1 : gridEnergy (fun x => Real.cos (2 * π * (2 * N) * x / (N * h))) N h s =
        (∑ _j ∈ Finset.range N, Real.cos (4 * π / h * s)) / N := by
      unfold gridEnergy
      congr 1
      exact Finset.sum_congr rfl (fun j _ => key j s)
    rw [h1, Finset.sum_const, Finset.card_range, nsmul_eq_mul,
      mul_div_cancel_left₀ _ hN', zero_add, one_mul, sub_zero]
  have hk : 0 < 4 * π / h := by positivity
  rw [hE]
  refine ⟨hasAmplitude_cos 0 0 zero_le_one hk, ?_⟩
  have h2 := hasAmplitude_force_cos 0 0 zero_le_one hk
  rwa [mul_one] at h2

end

end EggBoxRipple
```

```lean
#print axioms EggBoxRipple.force_amplitude_eq
-- 'EggBoxRipple.force_amplitude_eq' depends on axioms: [propext, Classical.choice, Quot.sound]
#print axioms EggBoxRipple.force_amplitude_second_harmonic
-- 'EggBoxRipple.force_amplitude_second_harmonic' depends on axioms: [propext, Classical.choice, Quot.sound]
```

## Reading the statements

`planeWave (N * h) m x` is $e^{2\pi i m x/L}$, with the cell length written directly as `N * h`. `gridEnergy f N h s` is $E(s)$; the argument `j * h - s` means that positive $s$ moves $f$ to the right. `force` is minus the derivative with respect to $s$, and `HasAmplitude` is the attained half-range chosen at the start.

The hypothesis `hf` says that the real number `f x`, viewed as a complex number, equals the plane-wave sum for every `x`. Reality of $f$ enters through its type `ℝ → ℝ`; no symmetry of the coefficients is assumed. In `gridEnergy_aliasing` the sum runs over any finite set `S` of integers. In `force_amplitude_eq` it runs over `Finset.Ioo (-(2 * N : ℤ)) (2 * N)`, the open interval that encodes $|m|<2N$. Individual coefficients may be zero. If $c_N=0$, both amplitudes are zero, which is why the relation is stated as a product and not as a quotient.

The theorems concern exact arithmetic on a uniform one-dimensional grid. They do not treat a density that relaxes as the atom moves, infinitely many harmonics, or the size of $c_N$ for a particular pseudopotential. The force is the derivative of the discretised energy; a code that obtains forces from a separate approximation needs its own comparison.

## How the proof follows the derivation

`sum_planeWave` is the root-of-unity filter. It factors each term into `z ^ j` and a common phase, splits on divisibility, and uses `geom_sum_mul` for the vanishing case. `gridEnergy_aliasing` exchanges the sums over grid points and harmonics and applies this filter to each harmonic.

`gridEnergy_harmonics` finds the surviving indices: the inequalities bound `k`, and `interval_cases k` checks the three possible values. `gridEnergy_eq_cos` takes imaginary parts at the displacements $0$, $h/2$ and $h/4$, named `i0`, `i1` and `i2`, and `linarith` solves the resulting linear equations for `c (-N)`. The real part then becomes one shifted cosine through the polar form of `c N`.

`hasAmplitude_cos` exhibits a maximum at $s=\varphi/k$ and a minimum at $s=(\varphi+\pi)/k$, where $k$ now denotes the wavenumber. This lemma and the next assume $A\ge0$ and $k>0$. `hasAmplitude_force_cos` differentiates and rewrites the sine as a cosine shifted by $\pi/2$, so the same lemma applies again. `force_amplitude_eq` combines these results with $k=2\pi/h$, and `force_amplitude_second_harmonic` carries out the $m=\pm2N$ example for every $N\ge1$.
